# A projection whose range contains v, Hv, …, H^p v preserves the moments of a Hermitian H in v up to order 2p+1

Let $H$ be a Hermitian matrix, let $Q$ have orthonormal columns, put $T=Q^\dagger HQ$ and $v=Qe$, and suppose that $Hv$ also lies in the range of $Q$. Then $Hv=QTe$, and this one captured vector, used on both sides of the inner product, already fixes the third moment: $\langle v,H^3v\rangle=\langle Hv,H(Hv)\rangle=\langle QTe,HQTe\rangle=\langle Te,T(Te)\rangle=\langle e,T^3e\rangle$.

```lean
import Mathlib

open Matrix
open scoped ComplexOrder

namespace KrylovMomentMatching

variable {n m : Type*} [Fintype n] [DecidableEq n] [Fintype m] [DecidableEq m]

/-- The moment of order `j` of the matrix `A` in the vector `x`, that is `⟨x, A^j x⟩`. -/
def moment (A : Matrix n n ℂ) (x : n → ℂ) (j : ℕ) : ℂ :=
  star x ⬝ᵥ (A ^ j *ᵥ x)

/-- The projected Hamiltonian `T = Qᴴ H Q`. -/
def projected (H : Matrix n n ℂ) (Q : Matrix n m ℂ) : Matrix m m ℂ :=
  Qᴴ * H * Q

/-- The Krylov vectors `v, H v, ..., H^p v` all lie in the range of `Q`. -/
def Captured (H : Matrix n n ℂ) (Q : Matrix n m ℂ) (v : n → ℂ) (p : ℕ) : Prop :=
  ∀ k ≤ p, ∃ y : m → ℂ, H ^ k *ᵥ v = Q *ᵥ y

omit [DecidableEq n] [DecidableEq m] in
/-- A matrix moves across the inner product as its adjoint: `⟨A x, y⟩ = ⟨x, Aᴴ y⟩`. -/
theorem adjoint_dot (A : Matrix n m ℂ) (x : m → ℂ) (y : n → ℂ) :
    star (A *ᵥ x) ⬝ᵥ y = star x ⬝ᵥ (Aᴴ *ᵥ y) := by
  rw [Matrix.star_mulVec, ← Matrix.dotProduct_mulVec]

omit [DecidableEq n] [Fintype m] [DecidableEq m] in
/-- The projection of a Hermitian Hamiltonian is Hermitian. -/
theorem projected_isHermitian {H : Matrix n n ℂ} (hH : H.IsHermitian)
    (Q : Matrix n m ℂ) : (projected H Q).IsHermitian := by
  simp [Matrix.IsHermitian, projected, Matrix.conjTranspose_mul, hH.eq, Matrix.mul_assoc]

/-- For Hermitian `A`, the moment of order `a + b` is the overlap of `A^a x` with `A^b x`. -/
theorem moment_split {A : Matrix n n ℂ} (hA : A.IsHermitian) (x : n → ℂ) (a b : ℕ) :
    moment A x (a + b) = star (A ^ a *ᵥ x) ⬝ᵥ (A ^ b *ᵥ x) := by
  rw [adjoint_dot, Matrix.conjTranspose_pow, hA.eq, Matrix.mulVec_mulVec, ← pow_add, moment]

/-- If `Q` has orthonormal columns and its range holds the Krylov vectors of `Q e` up to
order `p`, then `H^k Q e = Q T^k e` for all `k ≤ p`. -/
theorem krylov_lift {H : Matrix n n ℂ} {Q : Matrix n m ℂ} {e : m → ℂ} {p : ℕ}
    (hQ : Qᴴ * Q = 1) (hK : Captured H Q (Q *ᵥ e) p) :
    ∀ k ≤ p, H ^ k *ᵥ (Q *ᵥ e) = Q *ᵥ (projected H Q ^ k *ᵥ e) := by
  intro k
  induction k with
  | zero => intro _; simp
  | succ k ih =>
    intro hk
    obtain ⟨y, hy⟩ := hK (k + 1) hk
    have step : H ^ (k + 1) *ᵥ (Q *ᵥ e) = H *ᵥ (Q *ᵥ (projected H Q ^ k *ᵥ e)) := by
      rw [pow_succ', ← Matrix.mulVec_mulVec, ih (by omega)]
    -- the coordinates of the new Krylov vector are read off with `Qᴴ`
    have hy' : y = projected H Q ^ (k + 1) *ᵥ e := by
      calc y = Qᴴ *ᵥ (Q *ᵥ y) := by rw [Matrix.mulVec_mulVec, hQ, Matrix.one_mulVec]
        _ = Qᴴ *ᵥ (H *ᵥ (Q *ᵥ (projected H Q ^ k *ᵥ e))) := by rw [← hy, step]
        _ = projected H Q ^ (k + 1) *ᵥ e := by
          simp only [projected, Matrix.mulVec_mulVec, pow_succ', Matrix.mul_assoc]
    rw [hy, hy']

/-- Under the same hypotheses, `Qᴴ H^(k+1) Q e = T^(k+1) e` for all `k ≤ p`, one order
beyond the captured Krylov vectors. -/
theorem krylov_next {H : Matrix n n ℂ} {Q : Matrix n m ℂ} {e : m → ℂ} {p : ℕ}
    (hQ : Qᴴ * Q = 1) (hK : Captured H Q (Q *ᵥ e) p) (k : ℕ) (hk : k ≤ p) :
    Qᴴ *ᵥ (H ^ (k + 1) *ᵥ (Q *ᵥ e)) = projected H Q ^ (k + 1) *ᵥ e := by
  rw [pow_succ' H, ← Matrix.mulVec_mulVec, krylov_lift hQ hK k hk]
  simp only [projected, Matrix.mulVec_mulVec, pow_succ', Matrix.mul_assoc]

/-- Krylov moment matching: for Hermitian `H` and `Q` with orthonormal columns whose range
holds `H^k Q e` for all `k ≤ p`, the moments of `H` in `Q e` and of `T` in `e` agree up to
order `2p + 1`. -/
theorem moment_matching {H : Matrix n n ℂ} {Q : Matrix n m ℂ} {e : m → ℂ} {p : ℕ}
    (hH : H.IsHermitian) (hQ : Qᴴ * Q = 1) (hK : Captured H Q (Q *ᵥ e) p)
    (j : ℕ) (hj : j ≤ 2 * p + 1) :
    moment H (Q *ᵥ e) j = moment (projected H Q) e j := by
  by_cases h : j ≤ p
  · rw [moment, krylov_lift hQ hK j h, adjoint_dot, Matrix.mulVec_mulVec, hQ,
      Matrix.one_mulVec, moment]
  · -- share the powers of `H` between the two sides of the inner product
    obtain ⟨b, rfl⟩ : ∃ b, j = p + (b + 1) := ⟨j - p - 1, by omega⟩
    rw [moment_split hH, moment_split (projected_isHermitian hH Q),
      krylov_lift hQ hK p le_rfl, adjoint_dot, krylov_next hQ hK b (by omega)]

/-- Under the hypotheses of moment matching, `⟨Q e, f(H) Q e⟩ = ⟨e, f(T) e⟩` for every
polynomial `f` of degree at most `2p + 1`. -/
theorem polynomial_matching {H : Matrix n n ℂ} {Q : Matrix n m ℂ} {e : m → ℂ} {p : ℕ}
    (hH : H.IsHermitian) (hQ : Qᴴ * Q = 1) (hK : Captured H Q (Q *ᵥ e) p)
    (f : Polynomial ℂ) (hf : f.natDegree ≤ 2 * p + 1) :
    star (Q *ᵥ e) ⬝ᵥ (Polynomial.aeval H f *ᵥ (Q *ᵥ e)) =
      star e ⬝ᵥ (Polynomial.aeval (projected H Q) f *ᵥ e) := by
  -- add up the matched moments one power at a time
  have key : ∀ N ≤ 2 * p + 2,
      star (Q *ᵥ e) ⬝ᵥ ((∑ i ∈ Finset.range N, f.coeff i • H ^ i) *ᵥ (Q *ᵥ e)) =
      star e ⬝ᵥ ((∑ i ∈ Finset.range N, f.coeff i • projected H Q ^ i) *ᵥ e) := by
    intro N
    induction N with
    | zero => intro _; simp
    | succ N ih =>
      intro hN
      have hm := moment_matching hH hQ hK N (by omega)
      unfold moment at hm
      rw [Finset.sum_range_succ, Finset.sum_range_succ, Matrix.add_mulVec,
        Matrix.add_mulVec, dotProduct_add, dotProduct_add, ih (by omega),
        Matrix.smul_mulVec, Matrix.smul_mulVec, dotProduct_smul, dotProduct_smul, hm]
  rw [Polynomial.aeval_eq_sum_range, Polynomial.aeval_eq_sum_range]
  exact key _ (by omega)

/-- Under the hypotheses of moment matching, the error of the moment of order `2p + 2` is
the squared norm of `H^(p+1) Q e - Q T^(p+1) e`. -/
theorem next_moment_error {H : Matrix n n ℂ} {Q : Matrix n m ℂ} {e : m → ℂ} {p : ℕ}
    (hH : H.IsHermitian) (hQ : Qᴴ * Q = 1) (hK : Captured H Q (Q *ᵥ e) p) :
    moment H (Q *ᵥ e) (2 * p + 2) - moment (projected H Q) e (2 * p + 2) =
      star (H ^ (p + 1) *ᵥ (Q *ᵥ e) - Q *ᵥ (projected H Q ^ (p + 1) *ᵥ e)) ⬝ᵥ
        (H ^ (p + 1) *ᵥ (Q *ᵥ e) - Q *ᵥ (projected H Q ^ (p + 1) *ᵥ e)) := by
  have hw := krylov_next hQ hK p le_rfl
  rw [show 2 * p + 2 = (p + 1) + (p + 1) by ring, moment_split hH,
    moment_split (projected_isHermitian hH Q)]
  generalize H ^ (p + 1) *ᵥ (Q *ᵥ e) = w at hw ⊢
  generalize projected H Q ^ (p + 1) *ᵥ e = t at hw ⊢
  -- all three terms with `Q t` equal the squared norm of `t`
  have a1 : star w ⬝ᵥ (Q *ᵥ t) = star t ⬝ᵥ t := by
    have h := adjoint_dot Qᴴ w t
    rw [Matrix.conjTranspose_conjTranspose, hw] at h
    exact h.symm
  have a2 : star (Q *ᵥ t) ⬝ᵥ w = star t ⬝ᵥ t := by rw [adjoint_dot, hw]
  have a3 : star (Q *ᵥ t) ⬝ᵥ (Q *ᵥ t) = star t ⬝ᵥ t := by
    rw [adjoint_dot, Matrix.mulVec_mulVec, hQ, Matrix.one_mulVec]
  rw [star_sub, sub_dotProduct, dotProduct_sub, dotProduct_sub, a1, a2, a3]
  ring

/-- Under the hypotheses of moment matching, the moments of order `2p + 2` agree if and only
if `H^(p+1) Q e` also lies in the range of `Q`. -/
theorem next_moment_iff {H : Matrix n n ℂ} {Q : Matrix n m ℂ} {e : m → ℂ} {p : ℕ}
    (hH : H.IsHermitian) (hQ : Qᴴ * Q = 1) (hK : Captured H Q (Q *ᵥ e) p) :
    moment H (Q *ᵥ e) (2 * p + 2) = moment (projected H Q) e (2 * p + 2) ↔
      ∃ y : m → ℂ, H ^ (p + 1) *ᵥ (Q *ᵥ e) = Q *ᵥ y := by
  have hd := next_moment_error hH hQ hK
  constructor
  · intro h
    rw [h, sub_self] at hd
    exact ⟨_, sub_eq_zero.mp (dotProduct_star_self_eq_zero.mp hd.symm)⟩
  · rintro ⟨y, hy⟩
    have hw := krylov_next hQ hK p le_rfl
    rw [hy, Matrix.mulVec_mulVec, hQ, Matrix.one_mulVec] at hw
    rw [hy, hw, sub_self, dotProduct_zero] at hd
    exact sub_eq_zero.mp hd

/-- The hopping Hamiltonian of an open chain of three sites. -/
def chain : Matrix (Fin 3) (Fin 3) ℂ := !![0, 1, 0; 1, 0, 1; 0, 1, 0]

/-- The matrix whose columns are the first two sites of the chain. -/
def firstTwo : Matrix (Fin 3) (Fin 2) ℂ := !![1, 0; 0, 1; 0, 0]

/-- The three-site chain, projected on its first two sites and started on the first, meets the
hypotheses of moment matching with `p = 1`; its fourth moments are `2` and `1`. -/
theorem chain_witness :
    chain.IsHermitian ∧ firstTwoᴴ * firstTwo = 1 ∧
      Captured chain firstTwo (firstTwo *ᵥ ![1, 0]) 1 ∧
      moment chain (firstTwo *ᵥ ![1, 0]) 4 = 2 ∧
      moment (projected chain firstTwo) ![1, 0] 4 = 1 := by
  refine ⟨?_, ?_, ?_, ?_, ?_⟩
  · show chainᴴ = chain
    ext i j
    fin_cases i <;> fin_cases j <;> simp [chain, Matrix.conjTranspose_apply]
  · ext i j
    fin_cases i <;> fin_cases j <;> simp [firstTwo, Matrix.mul_apply, Fin.sum_univ_succ]
  · intro k hk
    interval_cases k
    · exact ⟨![1, 0], by simp⟩
    · refine ⟨![0, 1], ?_⟩
      rw [pow_one]
      ext i
      fin_cases i <;> simp [chain, firstTwo, Matrix.mulVec, dotProduct, Fin.sum_univ_succ]
  · have h2 : chain * chain = !![1, 0, 1; 0, 2, 0; 1, 0, 1] := by
      ext i j
      fin_cases i <;> fin_cases j <;>
        norm_num [chain, Matrix.mul_apply, Fin.sum_univ_succ]
    have h4 : chain ^ 4 = (chain * chain) * (chain * chain) := by
      simp only [pow_succ, pow_zero, one_mul, mul_assoc]
    rw [moment, h4, h2]
    norm_num [firstTwo, Matrix.mulVec, dotProduct, Matrix.mul_apply, Fin.sum_univ_succ]
  · have hT : projected chain firstTwo * projected chain firstTwo = 1 := by
      ext i j
      fin_cases i <;> fin_cases j <;>
        simp [projected, chain, firstTwo, Matrix.mul_apply, Fin.sum_univ_succ]
    have h4 : projected chain firstTwo ^ 4 = (projected chain firstTwo *
        projected chain firstTwo) * (projected chain firstTwo * projected chain firstTwo) := by
      simp only [pow_succ, pow_zero, one_mul, mul_assoc]
    rw [moment, h4, hT, one_mul, Matrix.one_mulVec]
    simp [dotProduct, Fin.sum_univ_succ]

end KrylovMomentMatching
```

```lean
#print axioms KrylovMomentMatching.moment_matching
#print axioms KrylovMomentMatching.polynomial_matching
#print axioms KrylovMomentMatching.next_moment_iff
```

```
'KrylovMomentMatching.moment_matching' depends on axioms: [propext, Classical.choice, Quot.sound]
'KrylovMomentMatching.polynomial_matching' depends on axioms: [propext, Classical.choice, Quot.sound]
'KrylovMomentMatching.next_moment_iff' depends on axioms: [propext, Classical.choice, Quot.sound]
```

## Matching moments with half as many vectors

The theorem `moment_matching` extends the calculation above to any $p$. If $H^kv$ lies in the range of $Q$ for every $k\le p$, then

$$\langle v,H^jv\rangle=\langle e,T^je\rangle\qquad\text{for all } j\le 2p+1 .$$

The types `n` and `m` are finite index sets for the full and the reduced basis, so `H` acts on the full space, `Q` is a rectangular matrix that embeds the reduced space in it, and `projected H Q` is $T$. The expression `star x ⬝ᵥ y` is the inner product $\langle x,y\rangle=\sum_i \overline{x_i}\,y_i$, conjugate-linear in the first slot, and `moment A x j` is $\langle x,A^jx\rangle$. The vector $v$ appears in the theorems as `Q *ᵥ e`.

There are three hypotheses. `hH` says that $H$ is Hermitian, `hQ` says that the columns of $Q$ are orthonormal, and `hK`, through the definition `Captured`, says that each of $v,Hv,\dots,H^pv$ equals $Qy$ for some coordinate vector $y$. The reduced space has to hold these $p+1$ vectors themselves, not every basis state that appears in them. In a nearest-neighbour hopping model started on one site, it is enough to keep all sites within $p$ hops of it.

The vector $e$ need not be normalised. Since $\langle v,v\rangle=\langle e,e\rangle$, dividing both sides by this common number, when it is nonzero, gives the normalised expectation values.

Three further theorems describe how far the agreement reaches:

- `polynomial_matching` gives $\langle v,f(H)v\rangle=\langle e,f(T)e\rangle$ for every complex polynomial $f$ of degree at most $2p+1$.
- `next_moment_error` gives the first possible discrepancy, at order $2p+2$, as the squared norm of $H^{p+1}v-QT^{p+1}e$. The reduced model therefore never overestimates this moment.
- `next_moment_iff` says that this discrepancy vanishes exactly when $H^{p+1}v$ also lies in the range of $Q$.

## Moments as spectral information

If $H$ has orthonormal eigenvectors $\phi_i$ with energies $E_i$, then $\langle v,H^jv\rangle=\sum_i E_i^j\,|\langle\phi_i,v\rangle|^2$. For a tight-binding Hamiltonian in a basis of orthonormal orbitals and a unit vector $v$ on one of them, these are the moments of the local density of states; for a finite Hermitian matrix, the theorem says how many of them a smaller matrix reproduces.

The same numbers are the coefficients in the large-$|z|$ expansion of the Green's function $\langle v,(z-H)^{-1}v\rangle=\sum_j\langle v,H^jv\rangle/z^{j+1}$. The full and the reduced Green's functions thus agree through order $z^{-(2p+2)}$, a consequence that the file does not state. Agreement at large $|z|$ does not mean that individual eigenvalues agree.

The setting is finite-dimensional, and the capture condition is assumed: apart from the three-site example below, the file does not construct a suitable $Q$.

## Reading off the Krylov coordinates

The first step is $H^kv=QT^ke$ for $k\le p$, proved by induction on $k$. For $k=0$ it is $v=Qe$. If it holds for $k$ and $k+1\le p$, then $H^{k+1}v=HQT^ke$, and by the capture condition this vector is $Qy$ for some $y$. Applying $Q^\dagger$ identifies the coordinates:

$$y=Q^\dagger Qy=Q^\dagger HQ\,T^ke=T^{k+1}e .$$

This is `krylov_lift`. There `obtain ⟨y, hy⟩` takes the unknown coordinates from the hypothesis, and the `calc` block for `hy'` is the displayed line.

One more application of $H$ may leave the range of $Q$, but its component inside is still known. For $k\le p$,

$$Q^\dagger H^{k+1}v=Q^\dagger HQ\,T^ke=T^{k+1}e .$$

This is `krylov_next`, and it supplies the odd order at the end of the matched range.

## Sharing the powers between bra and ket

For Hermitian $A$, powers can be moved to the left:

$$\langle x,A^{a+b}x\rangle=\langle A^ax,A^bx\rangle .$$

This is `moment_split`, which rests on the adjoint rule `adjoint_dot`. It applies to $T$ as well, because $T^\dagger=Q^\dagger H^\dagger Q=T$, which is `projected_isHermitian`.

The proof of `moment_matching` now has two cases. If $j\le p$, the first step is enough:

$$\langle v,H^jv\rangle=\langle Qe,QT^je\rangle=\langle e,Q^\dagger QT^je\rangle=\langle e,T^je\rangle .$$

If $p<j\le 2p+1$, write $j=p+(b+1)$ with $0\le b\le p$. Then

$$\begin{aligned}
\langle v,H^jv\rangle&=\langle H^pv,H^{b+1}v\rangle=\langle QT^pe,H^{b+1}v\rangle\\
&=\langle T^pe,Q^\dagger H^{b+1}v\rangle=\langle T^pe,T^{b+1}e\rangle=\langle e,T^je\rangle .
\end{aligned}$$

In Lean, `by_cases h : j ≤ p` separates the cases, and the final `rw` carries out the second chain, with both moments split in the same way.

For a polynomial $f(x)=\sum_i c_ix^i$, linearity gives $\langle v,f(H)v\rangle=\sum_ic_i\langle v,H^iv\rangle$, and each term matches. The statement `key` adds the terms one power at a time by induction.

## The first moment that can differ

Put $w=H^{p+1}v$ and $t=T^{p+1}e$. Splitting both moments of order $2p+2$ evenly turns their difference into $\langle w,w\rangle-\langle t,t\rangle$. By `krylov_next` with $k=p$, $Q^\dagger w=t$. Hence $\langle w,Qt\rangle$, $\langle Qt,w\rangle$ and $\langle Qt,Qt\rangle$ all equal $\langle t,t\rangle$; these are `a1`, `a2` and `a3` in the proof. Expanding the square gives

$$\|w-Qt\|^2=\langle w,w\rangle-\langle t,t\rangle-\langle t,t\rangle+\langle t,t\rangle=\langle w,w\rangle-\langle t,t\rangle .$$

If the two moments agree, then $\|w-Qt\|^2=0$, so $w=Qt$ lies in the range of $Q$. Conversely, if $w=Qy$, then $y=Q^\dagger Qy=Q^\dagger w=t$, and the error vanishes. These are the two directions of `next_moment_iff`.

The theorem `chain_witness` gives an example with a nonzero error. An open chain of three sites with unit hopping is started on its first site and projected on its first two sites. Here $v=(1,0,0)$ and $Hv=(0,1,0)$ both lie in the range of $Q$, so $p=1$ is allowed. Next, $H^2v=(1,0,1)$, with squared norm 2, so the full fourth moment is 2. The reduced matrix swaps the two sites, so $T^2=1$ and its fourth moment is 1. The difference is the squared norm of $(1,0,1)-(1,0,0)=(0,0,1)$. In terms of hops, the full chain has two closed walks of length four from the first site, and the projection removes the one that visits the third.

## From a single vector to an invariant subspace

For $p=0$ the capture condition holds automatically, since $v=Qe$. The theorem then says only that the norm and the energy expectation survive projection: $\langle v,v\rangle=\langle e,e\rangle$ and $\langle v,Hv\rangle=\langle e,Te\rangle$. The second moment survives only if $Hv$ is also in the range of $Q$.

At the other extreme, if $H$ maps the range of $Q$ into itself, the capture condition holds for every $p$ and all moments match.

## The Lanczos recursion

The Lanczos algorithm builds a suitable $Q$. After $p+1$ steps without early termination, its orthonormal vectors span $v,Hv,\dots,H^pv$, the matrix $T$ is tridiagonal, and $e$ is $\|v\|$ times the first unit vector. Thus $p+1$ products of $H$ with a vector determine the $2p+2$ moments of orders $0$ to $2p+1$.

With $\beta_1,\dots,\beta_p$ the off-diagonal elements of $T$ and $\beta_{p+1}$ the norm of the next residual vector, the error at order $2p+2$ is $\|v\|^2\beta_1^2\cdots\beta_{p+1}^2$. In the three-site chain $\beta_1=\beta_2=1$, which gives the error 1 found above.

In floating-point arithmetic the Lanczos vectors can lose orthogonality, and then the hypothesis $Q^\dagger Q=1$ fails. This alone does not make the low moments wrong. Let $T$ now be the tridiagonal matrix of the computed recursion coefficients, which need no longer equal $Q^\dagger HQ$. With $e$ along the first unit vector, $\langle e,T^je\rangle$ involves only the first $\lfloor j/2\rfloor+1$ rows and columns of $T$, so a loss of orthogonality among later vectors does not affect it.
